# The Crank–Nicolson step for a Hermitian matrix: unitarity and a cubic error bound

Advancing a quantum state by a short time $\tau$ means applying $e^{-i\tau H/\hbar}$, and the Crank–Nicolson step replaces this exponential by a quotient of two factors linear in $H$. The size of the error depends on what $H$ is and on how matrices are measured. Here $H$ is a finite Hermitian matrix, constant in time, and the error is measured in the Euclidean operator norm $\|A\|$, the largest length of $Av$ over vectors $v$ of length at most one. A bound in this norm holds for every normalised initial state at once.

## From the Schrödinger equation to a unitary step

Average the right-hand side of $i\hbar\,\dot\psi=H\psi$ over the two ends of a time step:

$$i\hbar\,\frac{\psi_{k+1}-\psi_k}{\tau}=H\,\frac{\psi_{k+1}+\psi_k}{2}.$$

With $a=\tau/(2\hbar)$ this reads $(1+iaH)\psi_{k+1}=(1-iaH)\psi_k$. The two factors commute, so $\psi_{k+1}=U\psi_k$ with

$$U=(1-iaH)(1+iaH)^{-1}.$$

The exact propagator over the same step is $e^{-2iaH}$. For Hermitian $H$ and real $a$, four things hold:

- $1+iaH$ is invertible.
- $U$ is unitary.
- $Uv=-v$ forces $v=0$.
- $\|U-e^{-2iaH}\|\le\frac23|a|^3\|H\|^3$.

In terms of the time step, the last bound is $|\tau|^3\|H\|^3/(12\hbar^3)$.

## One energy at a time

For a single real number $x$, put $c(x)=(1-ix)/(1+ix)$. The denominator has real part 1, so it is nonzero, and the numerator is its complex conjugate, so $|c(x)|=1$. Taking out a factor $e^{-ix}$ gives

$$c(x)-e^{-2ix}=e^{-ix}\,\frac{(1-ix)e^{ix}-(1+ix)e^{-ix}}{1+ix}
=e^{-ix}\,\frac{2i(\sin x-x\cos x)}{1+ix}.$$

Since $|1+ix|\ge1$, the modulus is at most $2|\sin x-x\cos x|$.

To bound this, let $g(t)=\sin(xt)-xt\cos(xt)$ for $0\le t\le1$. Then $g(0)=0$ and $g'(t)=x^2t\sin(xt)$. From $|\sin y|\le|y|$ it follows that $|g'(t)|\le|x|^3t^2$, and integration gives $|g(1)|\le|x|^3/3$. Hence

$$|c(x)-e^{-2ix}|\le\tfrac23|x|^3.$$

## All energies together

Write $H=V\,\mathrm{diag}(d_i)\,V^*$ with $V$ unitary and real eigenvalues $d_i$. Because $V^*V=1$, products, inverses and power series act on the diagonal entries alone:

$$1+iaH=V\,\mathrm{diag}(1+iad_i)\,V^*,\quad
U=V\,\mathrm{diag}(c(ad_i))\,V^*,\quad
e^{-2iaH}=V\,\mathrm{diag}(e^{-2iad_i})\,V^*.$$

The entries $1+iad_i$ are nonzero, so $1+iaH$ is invertible. The entries $c(ad_i)$ have modulus one, so $UU^*=1$.

Multiplication by a unitary matrix preserves the operator norm, and the norm of a diagonal matrix is the largest modulus of its entries (zero for the empty matrix). In particular $|d_i|\le\|H\|$. Each entry of the difference therefore obeys

$$|c(ad_i)-e^{-2iad_i}|\le\tfrac23|a|^3|d_i|^3\le\tfrac23|a|^3\|H\|^3,$$

and the same bound holds for the norm of the difference.

For the eigenvalue $-1$, add the two factors:

$$1+U=\big[(1+iaH)+(1-iaH)\big](1+iaH)^{-1}=2(1+iaH)^{-1}.$$

If $Uv=-v$, then $(1+iaH)^{-1}v=0$, and multiplying by $1+iaH$ gives $v=0$.

## A wave packet on a grid

Take a particle of mass $\mu$ on a line, with grid spacing $h$, potential values $w_j$ and the wavefunction set to zero beyond the ends. The three-point second difference gives a tridiagonal $H$ with diagonal entries $\hbar^2/(\mu h^2)+w_j$ and off-diagonal entries $-\hbar^2/(2\mu h^2)$. The inverse is never formed. One solves the tridiagonal system

$$(1+iaH)\varphi=\psi_k$$

and sets $\psi_{k+1}=2\varphi-\psi_k$, which is the identity for $1+U$ applied to $\psi_k$. The work per step is proportional to the number of grid points.

The theorem concerns one such step. Over $N$ steps a telescoping sum with unitary factors shows that the errors at most add, so at fixed total time the error is of second order in $\tau$.

## The theorem in Lean's terms

The final theorem is `crank_nicolson_step`. The basis states are labelled by an arbitrary finite type `n`, `H` is a complex matrix over it, and `H.IsHermitian` says that it equals its conjugate transpose. The real number `a` is $\tau/(2\hbar)$, so `a` times an energy is dimensionless. The matrix `cnStep H a` is $U$. Lean's matrix inverse is defined even for singular matrices, and the first conclusion, `IsUnit (1 + (I * a) • H)`, ensures that the inverse in `cnStep` is a true one.

The second conclusion places $U$ in `unitaryGroup n ℂ`. The third quantifies over all vectors `v`, normalised or not, with `*ᵥ` for a matrix acting on a vector. The fourth compares $U$ with the matrix exponential `NormedSpace.exp`, and the opened scope `Matrix.Norms.L2Operator` makes its norm the Euclidean operator norm.

The name `cayley` stands for $c(x)$. Many texts reserve "Cayley transform" for $(x-i)/(x+i)$, which is minus the complex conjugate of $c(x)$.

The result bears on real-time propagation of wavefunctions, for a time-independent Hamiltonian already written as a finite matrix in an orthonormal basis. The step from the differential operator to that matrix lies beyond the hypotheses. It matters for the bound, because $\|H\|$ for the grid above grows like $1/h^2$ as the grid is refined. Two unitary matrices never differ by more than 2 in norm, so the estimate carries information only while $|a|\,\|H\|<3^{1/3}\approx1.44$. This is a limit of the worst-case bound. For a normalised state composed only of eigenvectors with $|d_i|\le E$, the scalar estimate bounds the error of the step by $\frac23|a|^3E^3$, however large $\|H\|$ is.

```lean
import Mathlib

open Matrix
open Complex (I)
open scoped Matrix.Norms.L2Operator

namespace CrankNicolsonError

noncomputable section

variable {n : Type*} [Fintype n] [DecidableEq n]

/-- The Crank-Nicolson step `(1 - iaH)(1 + iaH)⁻¹`, meant for `1 + iaH` invertible. -/
def cnStep (H : Matrix n n ℂ) (a : ℝ) : Matrix n n ℂ :=
  (1 - (I * a) • H) * (1 + (I * a) • H)⁻¹

/-- The scalar Crank-Nicolson factor `(1 - ix)/(1 + ix)` for real `x`. -/
def cayley (x : ℝ) : ℂ := (1 - I * x) / (1 + I * x)

/-- The matrix `V diag(f) V*`. -/
def conjDiag (V : Matrix n n ℂ) (f : n → ℂ) : Matrix n n ℂ :=
  V * diagonal f * star V

/-- For real `x` the denominator `1 + ix` is nonzero and the scalar factor has modulus one. -/
theorem cayley_spec (x : ℝ) : 1 + I * x ≠ 0 ∧ ‖cayley x‖ = 1 := by
  have hne : 1 + I * x ≠ 0 := by
    intro h
    have h' := congrArg Complex.re h
    simp at h'
  have hc : 1 - I * x = starRingEnd ℂ (1 + I * x) := by simp [sub_eq_add_neg]
  exact ⟨hne, by rw [cayley, norm_div, hc, RCLike.norm_conj, div_self (norm_ne_zero_iff.mpr hne)]⟩

/-- For real `x`, `sin x` and `x cos x` differ by at most `|x|³/3`. -/
theorem sin_sub_mul_cos (x : ℝ) : |Real.sin x - x * Real.cos x| ≤ |x| ^ 3 / 3 := by
  have hf : ∀ t : ℝ, HasDerivAt (fun s => Real.sin (x * s) - x * s * Real.cos (x * s))
      (x ^ 2 * t * Real.sin (x * t)) t := fun t => by
    have h : HasDerivAt (fun s : ℝ => x * s) x t := by
      simpa using (hasDerivAt_id t).const_mul x
    exact (h.sin.fun_sub (h.fun_mul h.cos)).congr_deriv (by ring)
  have hB : ∀ t : ℝ, HasDerivAt (fun s : ℝ => |x| ^ 3 / 3 * s ^ 3) (|x| ^ 3 * t ^ 2) t :=
    fun t => ((hasDerivAt_pow 3 t).const_mul (|x| ^ 3 / 3)).congr_deriv (by
      show |x| ^ 3 / 3 * (((3 : ℕ) : ℝ) * t ^ 2) = _
      push_cast
      ring)
  have hs : ∀ y : ℝ, |Real.sin y| ≤ |y| := fun y => sq_le_sq.mp (by
    nlinarith [Real.sin_sq_add_cos_sq y, Real.one_sub_sq_div_two_le_cos (x := y),
      sq_nonneg (1 - Real.cos y)])
  -- compare growth rates along the segment from 0 to x
  have key := image_norm_le_of_norm_deriv_right_le_deriv_boundary (a := 0) (b := 1)
    (fun t _ => (hf t).continuousAt.continuousWithinAt)
    (fun t _ => (hf t).hasDerivWithinAt) (by simp) hB
    (fun t _ => by
      rw [Real.norm_eq_abs, abs_mul]
      refine (mul_le_mul_of_nonneg_left (hs (x * t)) (abs_nonneg _)).trans (le_of_eq ?_)
      rw [abs_mul, abs_mul, abs_pow, ← sq_abs t]
      ring)
    (Set.right_mem_Icc.mpr zero_le_one)
  simpa only [mul_one, one_pow, Real.norm_eq_abs] using key

/-- For real `x` the scalar factor differs from the exact phase `exp(-2ix)` by at most
`(2/3)|x|³`. -/
theorem scalar_error (x : ℝ) : ‖cayley x - Complex.exp (-(2 * I * x))‖ ≤ 2 / 3 * |x| ^ 3 := by
  have hne := (cayley_spec x).1
  have hE : Complex.exp (-(2 * I * x)) = Complex.exp (((-x : ℝ) : ℂ) * I) ^ 2 := by
    rw [← Complex.exp_nat_mul]
    congr 1
    push_cast
    ring
  have h : cayley x - Complex.exp (-(2 * I * x)) = Complex.exp (((-x : ℝ) : ℂ) * I) *
      (2 * I * ((Real.sin x - x * Real.cos x : ℝ) : ℂ)) / (1 + I * x) := by
    rw [hE, cayley, eq_div_iff hne, sub_mul, div_mul_cancel₀ _ hne, Complex.exp_mul_I]
    simp only [Complex.ofReal_neg, Complex.cos_neg, Complex.sin_neg]
    push_cast
    linear_combination (-(1 - I * x)) * Complex.sin_sq_add_cos_sq (x : ℂ) +
      (1 - I * x) * Complex.sin (x : ℂ) ^ 2 * Complex.I_sq
  have hd : 1 ≤ ‖1 + I * x‖ := by simpa using Complex.abs_re_le_norm (1 + I * x)
  have h2 : ‖2 * I‖ = 2 := by simp
  rw [h, norm_div, norm_mul, Complex.norm_exp_ofReal_mul_I, one_mul]
  refine (div_le_self (norm_nonneg _) hd).trans ?_
  rw [norm_mul, h2, Complex.norm_real, Real.norm_eq_abs]
  linarith [sin_sub_mul_cos x]

/-- For unitary `V`, products and shifts `1 + cA` of matrices `V diag(f) V*` are computed
entry by entry on the diagonal. -/
theorem conjDiag_algebra {V : Matrix n n ℂ} (hV : V ∈ unitaryGroup n ℂ) (f g : n → ℂ) (c : ℂ) :
    conjDiag V f * conjDiag V g = conjDiag V (fun i => f i * g i) ∧
      1 + c • conjDiag V f = conjDiag V (fun i => 1 + c * f i) := by
  constructor
  · calc V * diagonal f * star V * (V * diagonal g * star V)
        = V * diagonal f * (star V * V) * diagonal g * star V := by simp only [mul_assoc]
      _ = V * diagonal (fun i => f i * g i) * star V := by
        rw [mem_unitaryGroup_iff'.mp hV, mul_one, mul_assoc V, diagonal_mul_diagonal]
  · have hd : diagonal (fun i => 1 + c * f i) = 1 + c • diagonal f := by
      ext i j
      by_cases h : i = j
      · subst h; simp
      · simp [h]
    rw [conjDiag, conjDiag, hd, mul_add, add_mul, mul_one, mem_unitaryGroup_iff.mp hV,
      mul_smul_comm, smul_mul_assoc]

/-- For unitary `V`, the Euclidean operator norm of `V diag(f) V*` is the maximum norm of `f`. -/
theorem conjDiag_norm {V : Matrix n n ℂ} (hV : V ∈ unitaryGroup n ℂ) (f : n → ℂ) :
    ‖conjDiag V f‖ = ‖f‖ := by
  have hs : star V ∈ unitaryGroup n ℂ :=
    mem_unitaryGroup_iff.mpr (by rw [star_star]; exact mem_unitaryGroup_iff'.mp hV)
  rw [conjDiag, CStarRing.norm_mul_mem_unitary _ hs, CStarRing.norm_mem_unitary_mul _ hV,
    l2_opNorm_diagonal]

/-- For unitary `V`, the exponential of `c V diag(f) V*` is taken entry by entry on the
diagonal. -/
theorem exp_conjDiag {V : Matrix n n ℂ} (hV : V ∈ unitaryGroup n ℂ) (f : n → ℂ) (c : ℂ) :
    NormedSpace.exp (c • conjDiag V f) = conjDiag V (fun i => Complex.exp (c * f i)) := by
  have hVV := mem_unitaryGroup_iff.mp hV
  have hst : V⁻¹ = star V := inv_eq_right_inv hVV
  have hu : IsUnit V := ⟨⟨V, star V, hVV, mem_unitaryGroup_iff'.mp hV⟩, rfl⟩
  have hs : c • conjDiag V f = V * diagonal (fun i => c * f i) * V⁻¹ := by
    have hd : diagonal (fun i => c * f i) = c • diagonal f := by
      rw [← diagonal_smul]; rfl
    rw [hst, hd, conjDiag, mul_smul_comm, smul_mul_assoc]
  rw [hs, Matrix.exp_conj _ _ hu, Matrix.exp_diagonal, hst, conjDiag]
  congr 3
  funext i
  simp [Complex.exp_eq_exp_ℂ]

/-- For `H = V diag(d) V*` with `V` unitary and `d` real, `1 + iaH` is invertible and the
Crank-Nicolson step is diagonal in the same basis, with the scalar factors as entries. -/
theorem cnStep_conjDiag {V : Matrix n n ℂ} (hV : V ∈ unitaryGroup n ℂ) (d : n → ℝ) (a : ℝ) :
    IsUnit (1 + (I * a) • conjDiag V (fun i => (d i : ℂ))) ∧
      cnStep (conjDiag V (fun i => (d i : ℂ))) a = conjDiag V (fun i => cayley (a * d i)) := by
  have hinv : (1 + (I * a) • conjDiag V (fun i => (d i : ℂ))) *
      conjDiag V (fun i => (1 + I * a * d i)⁻¹) = 1 := by
    have h1 : (fun i => (1 + I * a * d i) * (1 + I * a * d i)⁻¹) = fun _ => (1 : ℂ) := by
      funext i
      have h := (cayley_spec (a * d i)).1
      push_cast at h
      rw [← mul_assoc] at h
      exact mul_inv_cancel₀ h
    rw [(conjDiag_algebra hV _ (fun _ => 0) _).2, (conjDiag_algebra hV _ _ 0).1, h1, conjDiag,
      diagonal_one, mul_one, mem_unitaryGroup_iff.mp hV]
  refine ⟨⟨⟨_, _, hinv, mul_eq_one_comm.mp hinv⟩, rfl⟩, ?_⟩
  rw [cnStep, inv_eq_right_inv hinv, sub_eq_add_neg, ← neg_smul,
    (conjDiag_algebra hV _ (fun _ => 0) _).2, (conjDiag_algebra hV _ _ 0).1]
  congr 1
  funext i
  rw [cayley, div_eq_mul_inv]
  push_cast
  ring

/-- For Hermitian `H` and real `a`, `1 + iaH` is invertible, the Crank-Nicolson step is unitary
without eigenvalue `-1`, and it differs from `exp(-2iaH)` by at most `(2/3)|a|³‖H‖³` in the
Euclidean operator norm. -/
theorem crank_nicolson_step {H : Matrix n n ℂ} (hH : H.IsHermitian) (a : ℝ) :
    IsUnit (1 + (I * a) • H) ∧ cnStep H a ∈ unitaryGroup n ℂ ∧
      (∀ v : n → ℂ, cnStep H a *ᵥ v = -v → v = 0) ∧
      ‖cnStep H a - NormedSpace.exp ((-(2 * I * a)) • H)‖ ≤ 2 / 3 * |a| ^ 3 * ‖H‖ ^ 3 := by
  -- pass to the energy basis
  obtain ⟨V, hV, d, hd⟩ : ∃ V ∈ unitaryGroup n ℂ, ∃ d : n → ℝ,
      H = conjDiag V (fun i => (d i : ℂ)) := by
    refine ⟨hH.eigenvectorUnitary, hH.eigenvectorUnitary.2, hH.eigenvalues, ?_⟩
    have h := hH.spectral_theorem
    rw [Unitary.conjStarAlgAut_apply] at h
    exact h
  obtain ⟨hB, hU⟩ := cnStep_conjDiag hV d a
  have hW := exp_conjDiag hV (fun i => (d i : ℂ)) (-(2 * I * a))
  rw [← hd] at hB hU hW
  refine ⟨hB, ?_, fun v hv => ?_, ?_⟩
  · have hs : star (cnStep H a) = conjDiag V (fun i => star (cayley (a * d i))) := by
      rw [hU, conjDiag, conjDiag, star_mul, star_mul, star_star,
        star_eq_conjTranspose (diagonal _), diagonal_conjTranspose, mul_assoc]
      rfl
    have h1 : (fun i => cayley (a * d i) * star (cayley (a * d i))) = fun _ => (1 : ℂ) := by
      funext i
      rw [Complex.star_def, Complex.mul_conj, Complex.normSq_eq_norm_sq, (cayley_spec _).2]
      simp
    rw [mem_unitaryGroup_iff, hs, hU, (conjDiag_algebra hV _ _ 0).1, h1, conjDiag,
      diagonal_one, mul_one, mem_unitaryGroup_iff.mp hV]
  · -- 1 + U is twice the inverse of 1 + iaH
    have hBB := mul_nonsing_inv _ ((isUnit_iff_isUnit_det _).mp hB)
    have h2 : 1 + cnStep H a = (1 + (I * a) • H)⁻¹ + (1 + (I * a) • H)⁻¹ := by
      calc 1 + cnStep H a = (1 + (I * a) • H) * (1 + (I * a) • H)⁻¹ +
            (1 - (I * a) • H) * (1 + (I * a) • H)⁻¹ := by rw [hBB, cnStep]
        _ = _ := by
          simp only [add_mul, sub_mul, one_mul]
          abel
    have h0 : (1 + cnStep H a) *ᵥ v = 0 := by
      rw [add_mulVec, one_mulVec, hv, add_neg_cancel]
    rw [h2, add_mulVec] at h0
    have hw : (1 + (I * a) • H)⁻¹ *ᵥ v = 0 := by
      ext i
      have h := congrFun h0 i
      simp only [Pi.add_apply, Pi.zero_apply] at h ⊢
      linear_combination h / 2
    rw [← one_mulVec v, ← hBB, ← mulVec_mulVec, hw, mulVec_zero]
  · -- compare the two propagators energy by energy
    have hsub : cnStep H a - NormedSpace.exp ((-(2 * I * a)) • H) = conjDiag V
        (fun i => cayley (a * d i) - Complex.exp (-(2 * I * a) * d i)) := by
      rw [hU, hW, conjDiag, conjDiag, conjDiag, ← diagonal_sub, mul_sub, sub_mul]
    rw [hsub, conjDiag_norm hV, pi_norm_le_iff_of_nonneg (by positivity)]
    intro i
    have hi : |d i| ≤ ‖H‖ := by
      rw [hd, conjDiag_norm hV, ← Real.norm_eq_abs, ← Complex.norm_real]
      exact norm_le_pi_norm (fun i => (d i : ℂ)) i
    have he : -(2 * I * a) * d i = -(2 * I * ((a * d i : ℝ) : ℂ)) := by
      push_cast; ring
    rw [he]
    calc _ ≤ 2 / 3 * |a * d i| ^ 3 := scalar_error (a * d i)
      _ = 2 / 3 * |a| ^ 3 * |d i| ^ 3 := by rw [abs_mul]; ring
      _ ≤ 2 / 3 * |a| ^ 3 * ‖H‖ ^ 3 := by gcongr

end

end CrankNicolsonError
```

```lean
#print axioms CrankNicolsonError.crank_nicolson_step
```

```
'CrankNicolsonError.crank_nicolson_step' depends on axioms: [propext, Classical.choice, Quot.sound]
```

## How the lemmas fit together

**Scalar part.** `cayley_spec` gives the nonzero denominator and the unit modulus. `sin_sub_mul_cos` is the estimate for $g$. In place of an integral it uses a comparison theorem for derivatives on $[0,1]$, with $|x|^3t^3/3$ as the majorant. The inequality $|\sin y|\le|y|$ is obtained there from $\cos y\ge1-y^2/2$ and $\sin^2y+\cos^2y=1$. `scalar_error` then establishes the factorisation of $c(x)-e^{-2ix}$. After the exponentials are expanded into sines and cosines, `linear_combination` closes the identity using $\sin^2x+\cos^2x=1$ and $i^2=-1$.

**Diagonal matrices in a rotated basis.** `conjDiag V f` is $V\,\mathrm{diag}(f_i)\,V^*$. For unitary `V`, `conjDiag_algebra` handles products and shifts $1+cA$, `conjDiag_norm` identifies the operator norm with the maximum norm of `f`, and `exp_conjDiag` moves the exponential onto the diagonal. `cnStep_conjDiag` uses `conjDiag_algebra` and the nonzero denominator from `cayley_spec`. It exhibits $V\,\mathrm{diag}(1/(1+iad_i))\,V^*$ as the inverse of $1+iaH$, and obtains $U=V\,\mathrm{diag}(c(ad_i))\,V^*$.

**The theorem.** The proof of `crank_nicolson_step` first obtains `V` and the real energies `d` from Mathlib's spectral theorem. Unitarity follows by multiplying $U$ by its adjoint in the energy basis, where both are diagonal. For the eigenvalue $-1$, the `calc` block derives $1+U$ as the sum of two copies of $(1+iaH)^{-1}$. Applying this to `v` and halving each component gives $(1+iaH)^{-1}v=0$, hence $v=0$. For the error, `hsub` writes the difference of the propagators as a single `conjDiag`, and `pi_norm_le_iff_of_nonneg` reduces its norm to one inequality per energy. The last `calc` block applies `scalar_error` at $x=ad_i$ and then $|d_i|\le\|H\|$.
